# The two-band Kane equations reduce to one envelope equation when the energy never meets the valence edge

When I compute the levels of a quantum well in a two-band Kane model, I first eliminate the valence envelope. I then integrate a single equation for the conduction envelope \(f\), whose effective mass depends on energy and position. At each interface I match \(f\) and \(P^2f'/(E-V_v)\), not \(f'\) itself.

With conduction edge \(V_c(x)\), valence edge \(V_v(x)\), an interband coupling \(P\neq0\) that is the same in every layer, and valence envelope \(g\), the starting point is

\[
V_c f+Pg'=Ef,\qquad -Pf'+V_v g=Eg .
\]

If \(E-V_v(x)\) is nowhere zero, this pair should be equivalent to

\[
g=-\frac{Pf'}{E-V_v},\qquad -\left(\frac{P^2f'}{E-V_v}\right)'+V_cf=Ef .
\]

The second equation differentiates a quotient containing \(f'\) and \(V_v\), and nobody has assumed that either is differentiable. Can the equivalence be made rigorous, with that derivative accounted for, and checked by machine?

## The weighted slope is the valence envelope times −P

Yes. Since \(E-V_v\neq0\), the valence equation can be solved at each point: \(-Pf'=(E-V_v)g\) gives \(g=-Pf'/(E-V_v)\). Define the flux

\[
F=\frac{P^2f'}{E-V_v}.
\]

Multiplying the formula for \(g\) by \(-P\) gives \(F=-Pg\). So \(F\) is differentiable because \(g\) is, even if \(f'\) and \(V_v\) separately are not. Its derivative is \(F'=-Pg'\), and the conduction equation becomes \(-F'+V_cf=Ef\).

Conversely, suppose that \(f\) and \(F\) are differentiable, the envelope equation holds and \(g=-Pf'/(E-V_v)\). Then \(g=-F/P\), so \(g\) is differentiable and \(Pg'=-F'\). This returns the conduction equation, and the formula for \(g\) rearranges to the valence equation.

Three further facts follow from the same pair of equations.

- **Abrupt interface.** Let \(V_v\) have one-sided limits different from \(E\) at \(x_0\), and let \(g\) be continuous there. Close to \(x_0\) on either side \(F=-Pg\), so both one-sided limits of \(F\) equal \(-Pg(x_0)\).
- **Wronskian.** For two solutions at the same energy, let \(W=f_1g_2-f_2g_1\). Substituting \(Pf_i'=(V_v-E)g_i\) and \(Pg_i'=(E-V_c)f_i\) gives
\[
\begin{aligned}
PW'={}&(V_v-E)g_1g_2+(E-V_c)f_1f_2\\
&-(V_v-E)g_2g_1-(E-V_c)f_2f_1=0,
\end{aligned}
\]
so \(W\) is constant.
- **Uniform layer.** For constant edges \(c,v\), take \(f=\cos kx\) and \(g=Pk\sin(kx)/(E-v)\). The valence equation holds identically. The conduction equation reads \([c+P^2k^2/(E-v)]\cos kx=E\cos kx\), which holds for all \(x\) exactly when \((E-c)(E-v)=P^2k^2\).

Here is the complete Lean file.

```lean
import Mathlib

open Filter Topology

namespace KaneHeterostructure

noncomputable section

/-- The two-band Kane equations at energy `E` for a conduction envelope `f` and a valence
envelope `g`, with position-dependent band edges `Vc`, `Vv` and interband coupling `P`. -/
def IsKaneSolution (P E : ℝ) (Vc Vv f g : ℝ → ℝ) : Prop :=
  Differentiable ℝ f ∧ Differentiable ℝ g ∧
    ∀ x, Vc x * f x + P * deriv g x = E * f x ∧
      -P * deriv f x + Vv x * g x = E * g x

/-- The envelope slope weighted by the energy- and position-dependent inverse mass factor
`P ^ 2 / (E - Vv)`. -/
def flux (P E : ℝ) (Vv f : ℝ → ℝ) (x : ℝ) : ℝ :=
  P ^ 2 * deriv f x / (E - Vv x)

/-- The one-band envelope equation `-(P² f' / (E - Vv))' + Vc f = E f`, in which both
derivatives are required to exist. -/
def IsEnvelopeSolution (P E : ℝ) (Vc Vv f : ℝ → ℝ) : Prop :=
  Differentiable ℝ f ∧ Differentiable ℝ (flux P E Vv f) ∧
    ∀ x, -deriv (flux P E Vv f) x + Vc x * f x = E * f x

/-- At a point where the energy differs from the valence edge `v`, the valence equation fixes
the valence amplitude `b` in terms of the conduction slope `a`. -/
theorem valence_amplitude {P E v a b : ℝ} (hE : E - v ≠ 0) :
    -P * a + v * b = E * b ↔ b = -P * a / (E - v) := by
  rw [eq_div_iff hE]
  constructor <;> intro h <;> linear_combination -h

/-- Away from the valence edge, the two-band Kane equations are equivalent to the one-band
envelope equation for `f` together with the formula `g = -P f' / (E - Vv)`. -/
theorem kane_iff_envelope {P E : ℝ} {Vc Vv f g : ℝ → ℝ} (hP : P ≠ 0)
    (hE : ∀ x, E - Vv x ≠ 0) :
    IsKaneSolution P E Vc Vv f g ↔
      IsEnvelopeSolution P E Vc Vv f ∧ ∀ x, g x = -P * deriv f x / (E - Vv x) := by
  constructor
  · rintro ⟨hf, hg, h⟩
    have hgx : ∀ x, g x = -P * deriv f x / (E - Vv x) :=
      fun x => (valence_amplitude (hE x)).1 (h x).2
    -- the flux is the valence envelope up to a constant, hence differentiable
    have hflux : flux P E Vv f = fun x => -P * g x := by
      funext x
      show flux P E Vv f x = -P * g x
      rw [hgx x]
      simp only [flux]
      ring
    refine ⟨⟨hf, ?_, fun x => ?_⟩, hgx⟩
    · rw [hflux]
      exact hg.const_mul (-P)
    · have hd : deriv (flux P E Vv f) x = -P * deriv g x := by
        rw [hflux]
        exact ((hg x).hasDerivAt.const_mul (-P)).deriv
      rw [hd]
      linear_combination (h x).1
  · rintro ⟨⟨hf, hF, h⟩, hgx⟩
    -- conversely the valence envelope inherits differentiability from the flux
    have hg : g = fun x => (-1 / P) * flux P E Vv f x := by
      funext x
      show g x = (-1 / P) * flux P E Vv f x
      have hx := hE x
      rw [hgx x]
      simp only [flux]
      field_simp
    have hg' : ∀ x, HasDerivAt g ((-1 / P) * deriv (flux P E Vv f) x) x := by
      intro x
      rw [hg]
      exact (hF x).hasDerivAt.const_mul (-1 / P)
    refine ⟨hf, fun x => (hg' x).differentiableAt,
      fun x => ⟨?_, (valence_amplitude (hE x)).2 (hgx x)⟩⟩
    rw [(hg' x).deriv]
    have hc : P * ((-1 / P) * deriv (flux P E Vv f) x) = -deriv (flux P E Vv f) x := by
      field_simp
    linear_combination h x + hc

/-- Matching rule at an abrupt interface: if the valence edge has limits `VL` and `VR` on the two
sides, both different from `E`, the valence equation holds near `x₀` on each side and `g` is
continuous at `x₀`, then the flux tends to the same value `-P g(x₀)` from the left and from the
right. -/
theorem flux_matching {P E VL VR x₀ : ℝ} {Vv f g : ℝ → ℝ} (hg : ContinuousAt g x₀)
    (hVL : Tendsto Vv (𝓝[<] x₀) (𝓝 VL)) (hVR : Tendsto Vv (𝓝[>] x₀) (𝓝 VR))
    (hL : VL ≠ E) (hR : VR ≠ E)
    (eqL : ∀ᶠ x in 𝓝[<] x₀, -P * deriv f x + Vv x * g x = E * g x)
    (eqR : ∀ᶠ x in 𝓝[>] x₀, -P * deriv f x + Vv x * g x = E * g x) :
    Tendsto (flux P E Vv f) (𝓝[<] x₀) (𝓝 (-P * g x₀)) ∧
      Tendsto (flux P E Vv f) (𝓝[>] x₀) (𝓝 (-P * g x₀)) := by
  -- the same argument serves both sides
  have side : ∀ (l : Filter ℝ) (V : ℝ), l ≤ 𝓝 x₀ → Tendsto Vv l (𝓝 V) → V ≠ E →
      (∀ᶠ x in l, -P * deriv f x + Vv x * g x = E * g x) →
      Tendsto (flux P E Vv f) l (𝓝 (-P * g x₀)) := by
    intro l V hl hV hne heq
    have hlim : Tendsto (fun x => -P * g x) l (𝓝 (-P * g x₀)) :=
      (hg.tendsto.mono_left hl).const_mul (-P)
    refine hlim.congr' ?_
    filter_upwards [heq, hV.eventually_ne hne] with x hx hvx
    rw [(valence_amplitude (sub_ne_zero.2 hvx.symm)).1 hx]
    simp only [flux]
    ring
  exact ⟨side _ VL nhdsWithin_le_nhds hVL hL eqL, side _ VR nhdsWithin_le_nhds hVR hR eqR⟩

/-- For two Kane solutions at the same energy, with coupling `P ≠ 0`, the combination `f₁ g₂ - f₂
g₁` has the same value at all positions, whatever the band-edge profiles. -/
theorem wronskian_constant {P E : ℝ} {Vc Vv f₁ g₁ f₂ g₂ : ℝ → ℝ} (hP : P ≠ 0)
    (h₁ : IsKaneSolution P E Vc Vv f₁ g₁) (h₂ : IsKaneSolution P E Vc Vv f₂ g₂) (x y : ℝ) :
    f₁ x * g₂ x - f₂ x * g₁ x = f₁ y * g₂ y - f₂ y * g₁ y := by
  obtain ⟨hf₁, hg₁, e₁⟩ := h₁
  obtain ⟨hf₂, hg₂, e₂⟩ := h₂
  have hd : ∀ z, HasDerivAt (fun t => f₁ t * g₂ t - f₂ t * g₁ t) 0 z := by
    intro z
    have h := ((hf₁ z).hasDerivAt.fun_mul (hg₂ z).hasDerivAt).fun_sub
      ((hf₂ z).hasDerivAt.fun_mul (hg₁ z).hasDerivAt)
    refine h.congr_deriv ?_
    -- the band-edge terms cancel between the two solutions
    apply mul_left_cancel₀ hP
    linear_combination -g₂ z * (e₁ z).2 + g₁ z * (e₂ z).2 + f₁ z * (e₂ z).1 - f₂ z * (e₁ z).1
  exact is_const_of_deriv_eq_zero (fun z => (hd z).differentiableAt) (fun z => (hd z).deriv) x y

/-- In a uniform layer with band edges `c` and `v`, and for `E ≠ v`, the standing wave `cos (k x)`
with valence part `P k sin (k x) / (E - v)` solves the Kane equations exactly when `(E - c) (E - v)
= P² k²`. -/
theorem uniform_layer_dispersion {P E c v k : ℝ} (hE : E - v ≠ 0) :
    IsKaneSolution P E (fun _ => c) (fun _ => v) (fun x => Real.cos (k * x))
      (fun x => P * k / (E - v) * Real.sin (k * x)) ↔
    (E - c) * (E - v) = P ^ 2 * k ^ 2 := by
  have hk : ∀ x : ℝ, HasDerivAt (fun y : ℝ => k * y) k x := fun x => by
    simpa using (hasDerivAt_id' x).const_mul k
  have hf : ∀ x : ℝ, HasDerivAt (fun y => Real.cos (k * y)) (-Real.sin (k * x) * k) x :=
    fun x => (hk x).cos
  have hg : ∀ x : ℝ, HasDerivAt (fun y => P * k / (E - v) * Real.sin (k * y))
      (P * k / (E - v) * (Real.cos (k * x) * k)) x :=
    fun x => (hk x).sin.const_mul _
  have hq : P * k / (E - v) * (E - v) = P * k := div_mul_cancel₀ _ hE
  constructor
  · rintro ⟨-, -, h⟩
    -- the conduction equation at the origin already gives the dispersion relation
    have h0 := (h 0).1
    rw [(hg 0).deriv] at h0
    simp only [mul_zero, Real.cos_zero, mul_one, one_mul] at h0
    linear_combination -(E - v) * h0 + P * k * hq
  · intro h
    have hc : P * (P * k / (E - v)) * k = E - c := by
      apply mul_right_cancel₀ hE
      linear_combination P * k * hq - h
    refine ⟨fun x => (hf x).differentiableAt, fun x => (hg x).differentiableAt,
      fun x => ⟨?_, ?_⟩⟩
    · rw [(hg x).deriv]
      show c * Real.cos (k * x) + P * (P * k / (E - v) * (Real.cos (k * x) * k))
        = E * Real.cos (k * x)
      linear_combination Real.cos (k * x) * hc
    · rw [(hf x).deriv]
      show -P * (-Real.sin (k * x) * k) + v * (P * k / (E - v) * Real.sin (k * x))
        = E * (P * k / (E - v) * Real.sin (k * x))
      linear_combination -Real.sin (k * x) * hq

end

end KaneHeterostructure
```

```lean
#print axioms KaneHeterostructure.kane_iff_envelope
#print axioms KaneHeterostructure.flux_matching
#print axioms KaneHeterostructure.wronskian_constant
#print axioms KaneHeterostructure.uniform_layer_dispersion
```

```
'KaneHeterostructure.kane_iff_envelope' depends on axioms: [propext, Classical.choice, Quot.sound]
'KaneHeterostructure.flux_matching' depends on axioms: [propext, Classical.choice, Quot.sound]
'KaneHeterostructure.wronskian_constant' depends on axioms: [propext, Classical.choice, Quot.sound]
'KaneHeterostructure.uniform_layer_dispersion' depends on axioms: [propext, Classical.choice, Quot.sound]
```

## How the Lean statements describe the heterostructure

The band edges and envelopes are functions `ℝ → ℝ` of the growth coordinate. The relative phase of the two envelopes is chosen so that the coupling is real. The real and imaginary parts of a complex solution then solve the equations separately, so real envelopes suffice. `IsKaneSolution` says that `f` and `g` are differentiable everywhere and satisfy both equations at every point. `flux` is \(F\), and its prefactor \(P^2/(E-V_v)\) plays the part of \(\hbar^2/2m(E,x)\).

`IsEnvelopeSolution` explicitly requires \(F\) to be differentiable. This matters because Lean's `deriv` returns zero where no derivative exists, so the equation alone would not express the intended condition.

In `kane_iff_envelope`, `hP` says that the bands are coupled, and `hE` keeps the energy away from the local valence edge throughout the structure. No continuity of the band edges is assumed. Still, differentiability at every point generally excludes a step: if \(V_v\) jumps where \(g\neq0\), then \(f'\) would have to jump too, which the derivative of an everywhere differentiable function cannot do. `flux_matching` therefore treats the interface separately. It asks for the valence equation only near \(x_0\) on each side, and it assumes the continuity of \(g\).

The model has one dimension and two bands, without spin–orbit coupling, remote bands or a free-electron kinetic term. There is no normalisation or boundary condition, so \(E\) is a parameter and not yet an eigenvalue. Within these limits, for a well with continuous band edges and an energy that never meets \(V_v\), the equivalence justifies solving one energy-dependent-mass equation in place of two coupled ones. For a well with abrupt steps, the same algebra applies inside each layer, and the layers are joined by requiring \(f\) and \(F\) to be continuous; the file proves the matching of \(F\) but not an equivalence for the whole stepped structure.

The equations could also have been posed almost everywhere, for locally absolutely continuous \(f\) and \(g\). Step profiles would then fit into the equivalence itself. In exchange, \(F\) would only have to agree almost everywhere with a locally absolutely continuous function, and the formula for \(g\) would hold almost everywhere.

## How the proofs follow the algebra

`valence_amplitude` is the pointwise solution for \(g\): `eq_div_iff` clears the denominator and `linear_combination` rearranges the terms.

In the forward half of `kane_iff_envelope`, `hflux` proves \(F=-Pg\). Differentiability is carried over by `hg.const_mul (-P)`, and `hd` computes \(F'=-Pg'\). In the reverse half, `hg` writes \(g=-F/P\), `hg'` differentiates it, and `hc` supplies \(Pg'=-F'\). Each half ends by substituting into the conduction equation.

In `flux_matching`, the auxiliary claim `side` handles left and right together. The limit of \(-Pg\) follows from continuity, and `congr'` transfers it to the flux, which equals \(-Pg\) sufficiently near the interface.

`wronskian_constant` multiplies the derivative by \(P\), cancels the band-edge terms with `linear_combination`, and concludes with `is_const_of_deriv_eq_zero`. For `uniform_layer_dispersion`, evaluating the conduction equation at \(x=0\) gives the dispersion relation; the converse checks both equations at every \(x\).

The same elimination works with the bands exchanged. If \(E-V_c\) is nowhere zero, then \(f=Pg'/(E-V_c)\) and

\[
-\left(\frac{P^2g'}{E-V_c}\right)'+V_vg=Eg .
\]

This valence-band version is a derivation by hand and has no theorem in the file.
